# The Boris step preserves phase-space volume in measurable electric and magnetic fields

For a non-relativistic charged particle in electric and magnetic fields that are measurable functions of position, every step of the Boris algorithm preserves Lebesgue measure on $\mathbb R^3\times\mathbb R^3$, the space of positions and velocities. The same is true when the magnetic part of the step is replaced by any measurable field of orthogonal matrices.

In Lean 4 with Mathlib:

```lean
import Mathlib

open MeasureTheory Matrix

namespace BorisVolume

noncomputable section

/-- Positions and velocities in three-dimensional space. -/
abbrev Vec := Fin 3 → ℝ

/-- Free flight for a time `h`: the position moves along the velocity. -/
def drift (h : ℝ) (z : Vec × Vec) : Vec × Vec := (z.1 + h • z.2, z.2)

/-- Electric kick: the velocity gains `c` times the field at the current position. -/
def kick (c : ℝ) (E : Vec → Vec) (z : Vec × Vec) : Vec × Vec :=
  (z.1, z.2 + c • E z.1)

/-- Magnetic part of the step: the matrix at the current position acts on the velocity. -/
def rotate (R : Vec → Matrix (Fin 3) (Fin 3) ℝ) (z : Vec × Vec) : Vec × Vec :=
  (z.1, R z.1 *ᵥ z.2)

/-- The Boris step with time step `h`, charge-to-mass ratio `k` and an arbitrary matrix field `R` in
its magnetic part: drift, half electric kick, action of `R` on the velocity, half electric kick. -/
def borisStep (h k : ℝ) (E : Vec → Vec) (R : Vec → Matrix (Fin 3) (Fin 3) ℝ)
    (z : Vec × Vec) : Vec × Vec :=
  kick (k * h / 2) E (rotate R (kick (k * h / 2) E (drift h z)))

/-- A jointly measurable velocity update that preserves velocity volume at each fixed
position preserves phase-space volume. -/
theorem velocity_update_preserves (g : Vec → Vec → Vec)
    (hm : Measurable fun z : Vec × Vec => g z.1 z.2)
    (hg : ∀ x, MeasurePreserving (g x) volume volume) :
    MeasurePreserving (fun z : Vec × Vec => (z.1, g z.1 z.2)) volume volume :=
  (MeasurePreserving.id (volume : Measure Vec)).skew_product hm
    (Filter.Eventually.of_forall fun x => (hg x).map_eq)

/-- An orthogonal matrix acting on velocities preserves velocity volume. -/
theorem orthogonal_preserves {A : Matrix (Fin 3) (Fin 3) ℝ} (hA : Aᵀ * A = 1) :
    MeasurePreserving (fun v : Vec => A *ᵥ v) volume volume := by
  -- the determinant is 1 or -1
  have h : A.det * A.det = 1 := by
    have h := congrArg Matrix.det hA
    rwa [Matrix.det_mul, Matrix.det_transpose, Matrix.det_one] at h
  have habs : |A.det| = 1 := by
    rcases mul_self_eq_one_iff.mp h with h | h <;> simp [h]
  have hne : A.det ≠ 0 := by
    intro h0
    simp [h0] at h
  have hfun : (fun v : Vec => A *ᵥ v) = ⇑(Matrix.toLin' A) :=
    funext fun v => (Matrix.toLin'_apply A v).symm
  rw [hfun]
  refine ⟨(Matrix.toLin' A).continuous_of_finiteDimensional.measurable, ?_⟩
  rw [Real.map_matrix_volume_pi_eq_smul_volume_pi hne, abs_inv, habs]
  simp

/-- For a measurable electric field and a measurable field of orthogonal matrices,
the Boris step preserves Lebesgue measure on phase space. -/
theorem borisStep_preserves (h k : ℝ) {E : Vec → Vec} (hE : Measurable E)
    {R : Vec → Matrix (Fin 3) (Fin 3) ℝ} (hR : ∀ i j, Measurable fun x => R x i j)
    (hO : ∀ x, (R x)ᵀ * R x = 1) :
    MeasurePreserving (borisStep h k E R) volume volume := by
  -- at fixed position a kick translates the velocity
  have hkick : MeasurePreserving (kick (k * h / 2) E) volume volume :=
    velocity_update_preserves (fun x v => v + (k * h / 2) • E x)
      (measurable_snd.add ((hE.comp measurable_fst).const_smul (k * h / 2)))
      (fun x => measurePreserving_add_right volume ((k * h / 2) • E x))
  -- the drift is such a translation with position and velocity exchanged
  have hswap : MeasurePreserving (Prod.swap : Vec × Vec → Vec × Vec) volume volume :=
    Measure.measurePreserving_swap
  have hshear : MeasurePreserving (fun z : Vec × Vec => (z.1, z.2 + h • z.1))
      volume volume :=
    velocity_update_preserves (fun v x => x + h • v)
      (measurable_snd.add (measurable_fst.const_smul h))
      (fun v => measurePreserving_add_right volume (h • v))
  have hdrift : MeasurePreserving (drift h) volume volume :=
    hswap.comp (hshear.comp hswap)
  -- at fixed position the magnetic part is an orthogonal map
  have hmeas : Measurable fun z : Vec × Vec => R z.1 *ᵥ z.2 := by
    refine measurable_pi_iff.mpr fun i => ?_
    have hj : ∀ j, Measurable fun z : Vec × Vec => R z.1 i j * z.2 j := fun j =>
      ((hR i j).comp measurable_fst).mul ((measurable_pi_apply j).comp measurable_snd)
    simp only [Matrix.mulVec, dotProduct, Fin.sum_univ_three]
    exact ((hj 0).add (hj 1)).add (hj 2)
  have hrot : MeasurePreserving (rotate R) volume volume :=
    velocity_update_preserves (fun x v => R x *ᵥ v) hmeas
      (fun x => orthogonal_preserves (hO x))
  exact hkick.comp (hrot.comp (hkick.comp hdrift))

/-- The factor `2 / (1 + |t|²)` of the Boris rotation. -/
def borisFactor (t : Vec) : ℝ := 2 / (1 + (t 0 ^ 2 + t 1 ^ 2 + t 2 ^ 2))

/-- The matrix of the Boris rotation with rotation vector `t`. -/
def borisMatrix (t : Vec) : Matrix (Fin 3) (Fin 3) ℝ :=
  !![1 - borisFactor t * (t 1 ^ 2 + t 2 ^ 2), borisFactor t * (t 0 * t 1 + t 2),
      borisFactor t * (t 0 * t 2 - t 1);
    borisFactor t * (t 0 * t 1 - t 2), 1 - borisFactor t * (t 0 ^ 2 + t 2 ^ 2),
      borisFactor t * (t 1 * t 2 + t 0);
    borisFactor t * (t 0 * t 2 + t 1), borisFactor t * (t 1 * t 2 - t 0),
      1 - borisFactor t * (t 0 ^ 2 + t 1 ^ 2)]

/-- The three components of the cross product. -/
theorem cross_components (a b : Vec) :
    (a ⨯₃ b) 0 = a 1 * b 2 - a 2 * b 1 ∧ (a ⨯₃ b) 1 = a 2 * b 0 - a 0 * b 2 ∧
      (a ⨯₃ b) 2 = a 0 * b 1 - a 1 * b 0 := by
  simp [cross_apply]

/-- The Boris matrix carries out the two cross products of the Boris algorithm. -/
theorem borisMatrix_mulVec (t v : Vec) :
    borisMatrix t *ᵥ v = v + borisFactor t • ((v + v ⨯₃ t) ⨯₃ t) := by
  ext i
  fin_cases i <;>
    simp [borisMatrix, Matrix.mulVec, dotProduct, Fin.sum_univ_three, cross_components] <;>
    ring

/-- The Boris matrix is a proper rotation: it is orthogonal and has determinant 1. -/
theorem borisMatrix_rotation (t : Vec) :
    (borisMatrix t)ᵀ * borisMatrix t = 1 ∧ (borisMatrix t).det = 1 := by
  have hs : borisFactor t * (1 + (t 0 ^ 2 + t 1 ^ 2 + t 2 ^ 2)) = 2 :=
    div_mul_cancel₀ _ (by positivity)
  constructor
  · ext i j
    fin_cases i <;> fin_cases j <;>
      simp [borisMatrix, Matrix.mul_apply, Fin.sum_univ_three]
    -- every entry is a multiple of the relation that defines the factor
    · linear_combination borisFactor t * (t 1 ^ 2 + t 2 ^ 2) * hs
    · linear_combination -(borisFactor t * (t 0 * t 1)) * hs
    · linear_combination -(borisFactor t * (t 0 * t 2)) * hs
    · linear_combination -(borisFactor t * (t 0 * t 1)) * hs
    · linear_combination borisFactor t * (t 0 ^ 2 + t 2 ^ 2) * hs
    · linear_combination -(borisFactor t * (t 1 * t 2)) * hs
    · linear_combination -(borisFactor t * (t 0 * t 2)) * hs
    · linear_combination -(borisFactor t * (t 1 * t 2)) * hs
    · linear_combination borisFactor t * (t 0 ^ 2 + t 1 ^ 2) * hs
  · simp [borisMatrix, Matrix.det_fin_three]
    linear_combination borisFactor t * (t 0 ^ 2 + t 1 ^ 2 + t 2 ^ 2) * hs

/-- In measurable electric and magnetic fields, any number of steps of the Boris algorithm
with rotation vector `(k h / 2) B(x)` preserves phase-space volume. -/
theorem boris_algorithm_preserves (h k : ℝ) {E B : Vec → Vec} (hE : Measurable E)
    (hB : Measurable B) (n : ℕ) :
    MeasurePreserving (borisStep h k E fun x => borisMatrix ((k * h / 2) • B x))^[n]
      volume volume := by
  have hf : Measurable borisFactor := by
    have h0 : Measurable fun t : Vec => 2 / (1 + (t 0 ^ 2 + t 1 ^ 2 + t 2 ^ 2)) := by
      fun_prop
    exact h0
  -- diagonal and off-diagonal entries of the rotation matrix are measurable
  have hd : ∀ g : Vec → ℝ, Measurable g → Measurable fun t => 1 - borisFactor t * g t :=
    fun g hg => measurable_const.sub (hf.mul hg)
  have ho : ∀ g : Vec → ℝ, Measurable g → Measurable fun t => borisFactor t * g t :=
    fun g hg => hf.mul hg
  have hM : ∀ i j, Measurable fun t : Vec => borisMatrix t i j := by
    intro i j
    fin_cases i <;> fin_cases j
    · exact hd (fun t => t 1 ^ 2 + t 2 ^ 2) (by fun_prop)
    · exact ho (fun t => t 0 * t 1 + t 2) (by fun_prop)
    · exact ho (fun t => t 0 * t 2 - t 1) (by fun_prop)
    · exact ho (fun t => t 0 * t 1 - t 2) (by fun_prop)
    · exact hd (fun t => t 0 ^ 2 + t 2 ^ 2) (by fun_prop)
    · exact ho (fun t => t 1 * t 2 + t 0) (by fun_prop)
    · exact ho (fun t => t 0 * t 2 + t 1) (by fun_prop)
    · exact ho (fun t => t 1 * t 2 - t 0) (by fun_prop)
    · exact hd (fun t => t 0 ^ 2 + t 1 ^ 2) (by fun_prop)
  exact (borisStep_preserves h k hE
    (fun i j => (hM i j).comp (hB.const_smul (k * h / 2)))
    (fun x => (borisMatrix_rotation _).1)).iterate n

/-- The update `v + v × t` with a single cross product multiplies the volume of every set
of velocities by `1 + |t|²`. -/
theorem single_cross_expands (t : Vec) (s : Set Vec) :
    volume ((fun v : Vec => v + v ⨯₃ t) '' s) =
      ENNReal.ofReal (1 + (t 0 ^ 2 + t 1 ^ 2 + t 2 ^ 2)) * volume s := by
  have hfun : (fun v : Vec => v + v ⨯₃ t) =
      ⇑(Matrix.toLin' !![1, t 2, -t 1; -t 2, 1, t 0; t 1, -t 0, 1]) := by
    funext v
    rw [Matrix.toLin'_apply]
    ext i
    fin_cases i <;>
      simp [Matrix.mulVec, dotProduct, Fin.sum_univ_three, cross_components] <;> ring
  have hdet : (!![1, t 2, -t 1; -t 2, 1, t 0; t 1, -t 0, 1] :
      Matrix (Fin 3) (Fin 3) ℝ).det = 1 + (t 0 ^ 2 + t 1 ^ 2 + t 2 ^ 2) := by
    simp [Matrix.det_fin_three]
    ring
  rw [hfun, Measure.addHaar_image_linearMap, LinearMap.det_toLin', hdet,
    abs_of_nonneg (by positivity)]

end

end BorisVolume
```

```lean
#print axioms BorisVolume.borisStep_preserves
#print axioms BorisVolume.borisMatrix_mulVec
#print axioms BorisVolume.boris_algorithm_preserves
#print axioms BorisVolume.single_cross_expands
```

```
'BorisVolume.borisStep_preserves' depends on axioms: [propext, Classical.choice, Quot.sound]
'BorisVolume.borisMatrix_mulVec' depends on axioms: [propext, Classical.choice, Quot.sound]
'BorisVolume.boris_algorithm_preserves' depends on axioms: [propext, Classical.choice, Quot.sound]
'BorisVolume.single_cross_expands' depends on axioms: [propext, Classical.choice, Quot.sound]
```

## The particle and its time step

The particle obeys $\dot x=v$ and $\dot v=k\,(E(x)+v\times B(x))$, where $k=q/m$ is the charge-to-mass ratio. With time step $h$, `borisStep` sends $(x,v)$ to $(x',v')$ by

$$x'=x+hv,\quad v^-=v+\tfrac{kh}{2}E(x'),\quad v^+=R(x')v^-,\quad v'=v^++\tfrac{kh}{2}E(x').$$

In the usual leapfrog reading, $x$ and $v$ belong to times half a step apart. The Boris algorithm takes for $R$ the map

$$v\mapsto v+s\,(v+v\times t)\times t,\qquad s=\frac{2}{1+|t|^2},\qquad t=\tfrac{kh}{2}B(x').$$

Here $t$ is a vector, not the time, and $s$ is the scalar `borisFactor t`; textbooks often write $s$ for the vector $2t/(1+|t|^2)$.

## What the theorems say

A `Vec` is a function `Fin 3 → ℝ`, with components numbered 0, 1, 2, and `volume` is Lebesgue measure, on pairs the product measure. `MeasurePreserving f volume volume` says that $f$ is measurable and that $f^{-1}(S)$ has the same volume as $S$ for every measurable $S$.

`borisStep_preserves` states this for the step with all real $h$ and $k$. It assumes that $E$ is measurable (`hE`), that each entry of $R$ is measurable (`hR`), and that $R(x)^{\mathsf T}R(x)=1$ at every $x$ (`hO`). Despite the name `rotate`, reflections are allowed. The fields may jump, as at an idealised material boundary.

`boris_algorithm_preserves` inserts the actual Boris rotation and treats $n$ steps, written `^[n]`. Its only hypotheses are that $E$ and $B$ are measurable.

For simulation practice this means that the algorithm, applied in exact arithmetic to one non-relativistic particle in prescribed static fields, introduces no artificial compression of phase space; rounding errors are not covered. The step to a plasma simulation in which the particles generate the fields is left open, since $E$ and $B$ are here fixed functions of position. Volume preservation is also weaker than symplecticity in six dimensions, and it says nothing about energy.

## Each substep preserves volume

Let $F(x,v)=(x,g(x,v))$, where $g$ is measurable and $g(x,\cdot)$ preserves velocity volume for each $x$. For measurable $S$ with slices $S_x=\{v:(x,v)\in S\}$, Fubini's theorem gives

$$\mathrm{vol}(F^{-1}S)=\int \mathrm{vol}\{v:g(x,v)\in S_x\}\,dx=\int\mathrm{vol}(S_x)\,dx=\mathrm{vol}(S).$$

This is `velocity_update_preserves`, which obtains it from Mathlib's `skew_product`. It applies to all the substeps:

- **Kick.** At fixed $x$, the velocity is translated by $\tfrac{kh}{2}E(x)$, and translations preserve volume.
- **Drift.** At fixed $v$, the position is translated by $hv$. The proof exchanges the two factors, applies the same lemma and exchanges them back.
- **Magnetic part.** From $R^{\mathsf T}R=1$ follows $(\det R)^2=1$, so $|\det R|=1$. A linear map with this determinant preserves volume, which is `orthogonal_preserves`. Joint measurability holds because each component of $R(x)v$ is a sum of three products of measurable functions.

A composition of measure-preserving maps is measure-preserving, and the last line of `borisStep_preserves` composes the four substeps.

## The Boris rotation is orthogonal

Let $Kv=v\times t$. Then $K^{\mathsf T}=-K$, and $K^2v=(v\cdot t)\,t-|t|^2v$, hence $K^3=-|t|^2K$. The Boris map is $M=1+sK+sK^2$. Therefore

$$\begin{aligned}
M^{\mathsf T}M&=(1-sK+sK^2)(1+sK+sK^2)\\
&=1+2sK^2-s^2K^2+s^2K^4\\
&=1+sK^2\bigl(2-s(1+|t|^2)\bigr)=1,
\end{aligned}$$

because $s(1+|t|^2)=2$. The eigenvalues of $K$ are $0$ and $\pm i|t|$, so

$$\det M=(1-s|t|^2)^2+s^2|t|^2=1+s|t|^2\bigl(s(1+|t|^2)-2\bigr)=1.$$

In the code, `borisMatrix` writes out the entries of $M$, and `borisMatrix_mulVec` confirms that they reproduce the two cross products. `borisMatrix_rotation` then proves both identities by entries. Its relation `hs` is $s(1+|t|^2)=2$, and the multipliers given to `linear_combination` are the entries of $-sK^2$ for orthogonality and $s|t|^2$ for the determinant.

The entries of $M$ are rational functions of $t$ whose denominator $1+|t|^2$ never vanishes. They are therefore measurable, and remain so after inserting $t=\tfrac{kh}{2}B(x)$. The general theorem now applies to one step, and `iterate` extends it to $n$ steps.

## Without orthogonality: one cross product

Suppose the magnetic update is shortened to $v\mapsto v+v\times t$. Its matrix is $1+K$, with determinant

$$(1+i|t|)(1-i|t|)=1+|t|^2.$$

`single_cross_expands` states that the image of every set of velocities has $1+|t|^2$ times the original volume. The proof writes the map as a matrix, computes the determinant and applies the scaling law for linear images.

This gives a counter-example when `hO` is removed from `borisStep_preserves`. Take $E=0$ and let $R(x)$ be the matrix of $v\mapsto v+v\times t$ with $t=(0,0,1)$ at every $x$. Both measurability hypotheses hold, but the determinant is 2, so each step doubles phase-space volume. Measurability of $R$ alone is thus not enough. The argument above uses orthogonality only to obtain $|\det R(x)|=1$.
